# An Error Bound for the Factor One Half in the Static Remainder of a Plasmon-Pole Band Sum

## One band above the cutoff

Suppose that a band sum has been truncated and a single band with nonzero weight has been left out. In a simplified plasmon-pole model with one pole per band, it would have contributed

\[
d=-\frac{w}{\Omega+x},
\]

where \(w\ge 0\) is its weight, \(\Omega>0\) the pole energy, and \(x\) the energy of the band relative to the energy at which the self-energy is evaluated. The static approximation neglects \(x\) and gives \(s=-w/\Omega\). The two are related by

\[
d=\frac{s}{1+x/\Omega}.
\]

If \(x=\Omega\), the dynamic term is exactly half the static one. If \(x/\Omega=1+u\) with \(|u|<2\), then \(d=s/(2+u)\), and its distance from half the static term is

\[
\left|d-\frac{s}{2}\right|=\frac{|u|\,|s|}{2(2+u)} .
\]

The result below extends this to all omitted bands at once, provided that their relative detunings \(|x/\Omega-1|\) share a bound smaller than 2.

## Why band and pole energies should match

The Coulomb-hole part of the GW self-energy contains a sum over all bands, occupied and empty, and this sum converges slowly. Its static counterpart can be summed over the bands in closed form by completeness, so the static contribution of the omitted bands is available without computing them. The static remainder method adds half of that contribution to the truncated dynamic sum.

The condition \(x_n/\Omega_n\approx 1\) stands for a property of high-lying states. A large momentum transfer \(q\) mainly reaches states that resemble plane waves, with energy near \(q^2/2\) in atomic units. In the usual generalised plasmon-pole model the pole energy at large \(q\) also approaches \(q^2/2\). Here the matching is a hypothesis on the sequences \(x_n\) and \(\Omega_n\); it is not derived from a band structure or a dielectric function.

## The bound for a whole tail

Let \(w_n\ge 0\) and \(\Omega_n>0\) for every band \(n=0,1,2,\dots\), and define

\[
s_n=-\frac{w_n}{\Omega_n},\qquad d_n=-\frac{w_n}{\Omega_n+x_n},\qquad
T=\sum_{n>N}s_n,\qquad D=\sum_{n>N}d_n .
\]

Assume that the static series converges and that \(|x_n/\Omega_n-1|\le\eta<2\) for all \(n>N\). Then the series for \(D\) converges and

\[
\left|D-\frac{T}{2}\right|\le\frac{\eta\,|T|}{2(2-\eta)} .
\]

For the derivation, multiply the detuning condition by \(\Omega_n\) and add \(\Omega_n\):

\[
(2-\eta)\,\Omega_n\le\Omega_n+x_n\le(2+\eta)\,\Omega_n .
\]

The left end is positive because \(\eta<2\). Dividing \(-w_n\le 0\) by these denominators gives

\[
\frac{s_n}{2-\eta}\le d_n\le\frac{s_n}{2+\eta}\le 0 .
\]

Hence \(0\le -d_n\le -s_n/(2-\eta)\), and the dynamic tail converges by comparison with the static one. Summing the inequalities yields

\[
\frac{T}{2-\eta}\le D\le\frac{T}{2+\eta}.
\]

Now measure both ends from \(T/2\), using \(T=-|T|\):

\[
\frac{T}{2-\eta}-\frac T2=-\frac{\eta|T|}{2(2-\eta)},\qquad
\frac{T}{2+\eta}-\frac T2=\frac{\eta|T|}{2(2+\eta)} .
\]

Since \(\eta\ge 0\), the second distance is no larger than the first, which proves the bound.

## The worst case and the limit

The constant is the best possible. Take \(0\le\eta<2\) and \(x_n=(1-\eta)\Omega_n\). Every detuning then equals \(\eta\), and every denominator is \((2-\eta)\Omega_n\). Therefore \(D=T/(2-\eta)\), and the bound becomes an equality.

If \(x_n/\Omega_n\to 1\) and all weights are positive, the ratio \(D/T\) tends to \(1/2\) as \(N\to\infty\). Given \(\varepsilon>0\), put \(\delta=\min(\varepsilon,1)\) and choose \(N\) so large that all later detunings are below \(\delta\). Positive weights make \(T\) strictly negative, so the bound may be divided by \(|T|\):

\[
\left|\frac DT-\frac12\right|\le\frac{\delta}{2(2-\delta)}\le\frac{\delta}{2}<\varepsilon .
\]

## Two omitted bands in numbers

Let two bands above the cutoff carry weight, with energies in eV and weights in eV². All other omitted bands have \(w_n=0\) and \(x_n=\Omega_n\).

| Band | \(w\) | \(\Omega\) | \(x\) | \(x/\Omega\) | \(s\) | \(d\) |
|---|---|---|---|---|---|---|
| first | 20 | 10 | 9 | 0.9 | −2 | −20/19 ≈ −1.0526 |
| second | 20 | 20 | 24 | 1.2 | −1 | −20/44 ≈ −0.4545 |

The tails are \(T=-3\) eV and \(D\approx-1.5072\) eV, so half the static tail misses the dynamic tail by about \(0.0072\) eV. With \(\eta=0.2\) the bound allows \(0.2\cdot 3/(2\cdot 1.8)\approx 0.167\) eV. The actual error is much smaller because \(x/\Omega\) lies below one for the first band and above one for the second, so that their deviations from half the static term nearly cancel. The bound also covers the case in which all deviations have the same sign.

## Completing a truncated band sum

A code accumulates the dynamic and the static sums over the same bands \(n\le N\), and obtains the complete static sum \(S_\infty\) from the closed form. For the Coulomb-hole part \(\Sigma_{\mathrm{CH}}\) of the self-energy it then returns

\[
\Sigma_{\mathrm{CH}}\approx\sum_{n\le N}d_n+\frac12\Bigl(S_\infty-\sum_{n\le N}s_n\Bigr).
\]

The bracket is the static tail \(T\), so in this one-pole-per-band model the error of the corrected sum is \(|D-T/2|\), the quantity bounded above. The static partial sum needs the same matrix elements as the dynamic one, and the two must stop at the same band.

## Bands, poles and tails in Lean

The weights, pole energies and band energies are real sequences `w Ω x : ℕ → ℝ`. The definitions `staticTerm` and `dynamicTerm` are \(s_n\) and \(d_n\), with the minus sign included. The expression `tail f N` is the infinite sum of `f (k + (N + 1))` over `k`, so it starts at band \(N+1\); as counting begins at zero, \(N+1\) bands are kept.

In `static_remainder`, the hypotheses `hw` and `hΩ` give the signs of weights and pole energies, `hs` the convergence of the static series, and `hη` the condition \(\eta<2\). The hypothesis `h` restricts the detuning only for `N < n`, so the bands that are kept may lie anywhere relative to their poles. The conclusion has two parts: the dynamic tail is summable, and its distance from half the static tail obeys the bound. Lean assigns the value zero to a divergent infinite sum, so the first part is needed to give the second its meaning.

`static_remainder_sharp` treats the worst case, with `HasSum` stating that a series converges to a given value. `tail_ratio_tendsto_half` is the limit.

The model has one real pole per band and nonnegative weights. In a full calculation with the generalised plasmon-pole model, each band contributes a sum over momentum transfers and pairs of reciprocal-lattice vectors, and the poles depend on these and not on the band. The off-diagonal contributions can have either sign, and the termwise comparison does not cover them.

```lean
import Mathlib

open Filter Topology

namespace GWStaticRemainder

noncomputable section

/-- The static plasmon-pole term `-w n / Ω n` of band `n`, for pole energy `Ω n ≠ 0`. -/
def staticTerm (w Ω : ℕ → ℝ) (n : ℕ) : ℝ := -w n / Ω n

/-- The dynamic plasmon-pole term `-w n / (Ω n + x n)` of band `n`, where `x n` is the
energy of the band relative to the evaluation energy, for `Ω n + x n ≠ 0`. -/
def dynamicTerm (w Ω x : ℕ → ℝ) (n : ℕ) : ℝ := -w n / (Ω n + x n)

/-- The contribution of all bands `n > N` to a band sum whose series converges. -/
def tail (f : ℕ → ℝ) (N : ℕ) : ℝ := ∑' k, f (k + (N + 1))

/-- With nonnegative weight and positive pole energy, a static term is never positive. -/
theorem staticTerm_nonpos {w Ω : ℕ → ℝ} {n : ℕ} (hw : 0 ≤ w n) (hΩ : 0 < Ω n) :
    staticTerm w Ω n ≤ 0 :=
  div_nonpos_of_nonpos_of_nonneg (by linarith) hΩ.le

/-- For nonnegative weight, positive pole energy and relative detuning `|x/Ω - 1| ≤ η < 2`,
the dynamic term lies between the static term divided by `2 - η` and by `2 + η`. -/
theorem dynamicTerm_bracket {w Ω x : ℕ → ℝ} {n : ℕ} {η : ℝ} (hw : 0 ≤ w n)
    (hΩ : 0 < Ω n) (hη : η < 2) (h : |x n / Ω n - 1| ≤ η) :
    staticTerm w Ω n / (2 - η) ≤ dynamicTerm w Ω x n ∧
      dynamicTerm w Ω x n ≤ staticTerm w Ω n / (2 + η) := by
  have hη0 : 0 ≤ η := (abs_nonneg _).trans h
  obtain ⟨h1, h2⟩ := abs_le.mp h
  -- the detuning bound, cleared of its denominator
  have hx1 : (1 - η) * Ω n ≤ x n := (le_div_iff₀ hΩ).mp (by linarith)
  have hx2 : x n ≤ (1 + η) * Ω n := (div_le_iff₀ hΩ).mp (by linarith)
  have hpos : 0 < Ω n * (2 - η) := mul_pos hΩ (by linarith)
  have hden : 0 < Ω n + x n := by nlinarith
  unfold staticTerm dynamicTerm
  rw [div_div, div_div, neg_div, neg_div, neg_div]
  constructor
  · exact neg_le_neg (div_le_div_of_nonneg_left hw hpos (by nlinarith))
  · exact neg_le_neg (div_le_div_of_nonneg_left hw hden (by nlinarith))

/-- For nonnegative weights, positive pole energies, a convergent static series and relative
detuning at most `η < 2` above band `N`, the dynamic tail converges and lies between the
static tail divided by `2 - η` and by `2 + η`. -/
theorem dynamic_tail_bracket {w Ω x : ℕ → ℝ} {N : ℕ} {η : ℝ} (hw : ∀ n, 0 ≤ w n)
    (hΩ : ∀ n, 0 < Ω n) (hs : Summable (staticTerm w Ω)) (hη : η < 2)
    (h : ∀ n, N < n → |x n / Ω n - 1| ≤ η) :
    Summable (fun k => dynamicTerm w Ω x (k + (N + 1))) ∧
      tail (staticTerm w Ω) N / (2 - η) ≤ tail (dynamicTerm w Ω x) N ∧
      tail (dynamicTerm w Ω x) N ≤ tail (staticTerm w Ω) N / (2 + η) := by
  have hη0 : 0 ≤ η := (abs_nonneg _).trans (h (N + 1) (by omega))
  have hs' : Summable (fun k => staticTerm w Ω (k + (N + 1))) :=
    (summable_nat_add_iff (N + 1)).mpr hs
  have hb := fun k : ℕ => dynamicTerm_bracket (hw (k + (N + 1))) (hΩ _) hη (h _ (by omega))
  -- compare the nonnegative series of `-d` with that of `-s / (2 - η)`
  have hneg : Summable (fun k => -dynamicTerm w Ω x (k + (N + 1))) := by
    refine Summable.of_nonneg_of_le (fun k => ?_) (fun k => ?_) (hs'.div_const (2 - η)).neg
    · have h0 : staticTerm w Ω (k + (N + 1)) / (2 + η) ≤ 0 :=
        div_nonpos_of_nonpos_of_nonneg (staticTerm_nonpos (hw _) (hΩ _)) (by linarith)
      linarith [(hb k).2]
    · exact neg_le_neg (hb k).1
  have hd : Summable (fun k => dynamicTerm w Ω x (k + (N + 1))) := summable_neg_iff.mp hneg
  -- sum the termwise bracket
  have lo := Summable.tsum_le_tsum (fun k => (hb k).1) (hs'.div_const (2 - η)) hd
  have hi := Summable.tsum_le_tsum (fun k => (hb k).2) hd (hs'.div_const (2 + η))
  rw [tsum_div_const] at lo hi
  exact ⟨hd, lo, hi⟩

/-- **Static remainder factor.** For nonnegative weights, positive pole energies, a convergent
static series and relative detuning at most `η < 2` above band `N`, the dynamic tail converges
and differs from half the static tail `T` by at most `η |T| / (2 (2 - η))`. -/
theorem static_remainder {w Ω x : ℕ → ℝ} {N : ℕ} {η : ℝ} (hw : ∀ n, 0 ≤ w n)
    (hΩ : ∀ n, 0 < Ω n) (hs : Summable (staticTerm w Ω)) (hη : η < 2)
    (h : ∀ n, N < n → |x n / Ω n - 1| ≤ η) :
    Summable (fun k => dynamicTerm w Ω x (k + (N + 1))) ∧
      |tail (dynamicTerm w Ω x) N - tail (staticTerm w Ω) N / 2| ≤
        η * |tail (staticTerm w Ω) N| / (2 * (2 - η)) := by
  obtain ⟨hd, lo, hi⟩ := dynamic_tail_bracket hw hΩ hs hη h
  refine ⟨hd, ?_⟩
  have hη0 : 0 ≤ η := (abs_nonneg _).trans (h (N + 1) (by omega))
  have hT : tail (staticTerm w Ω) N ≤ 0 :=
    tsum_nonpos (fun k => staticTerm_nonpos (hw _) (hΩ _))
  rw [abs_of_nonpos hT]
  generalize tail (staticTerm w Ω) N = T at *
  generalize tail (dynamicTerm w Ω x) N = D at *
  have hm : 2 - η ≠ 0 := by linarith
  have hp : 2 + η ≠ 0 := by linarith
  -- both ends of the bracket, measured from `T / 2`
  have e1 : T / (2 - η) = T / 2 - η * (-T) / (2 * (2 - η)) := by
    field_simp
    ring
  have e2 : T / (2 + η) = T / 2 + η * (-T) / (2 * (2 + η)) := by
    field_simp
    ring
  have e3 : η * (-T) / (2 * (2 + η)) ≤ η * (-T) / (2 * (2 - η)) :=
    div_le_div_of_nonneg_left (mul_nonneg hη0 (by linarith)) (by linarith) (by linarith)
  exact abs_le.mpr ⟨by linarith, by linarith⟩

/-- The bound is sharp: for `0 ≤ η < 2`, positive pole energies and `x n = (1 - η) Ω n`, every
detuning equals `η`, and a static tail `T` gives the dynamic tail `T / (2 - η)`, whose distance
from `T / 2` is exactly `η |T| / (2 (2 - η))`. -/
theorem static_remainder_sharp {w Ω : ℕ → ℝ} {N : ℕ} {η T : ℝ} (hΩ : ∀ n, 0 < Ω n)
    (hη0 : 0 ≤ η) (hη : η < 2) (hT : HasSum (fun k => staticTerm w Ω (k + (N + 1))) T) :
    (∀ n, |(1 - η) * Ω n / Ω n - 1| = η) ∧
      HasSum (fun k => dynamicTerm w Ω (fun n => (1 - η) * Ω n) (k + (N + 1))) (T / (2 - η)) ∧
      |T / (2 - η) - T / 2| = η * |T| / (2 * (2 - η)) := by
  have hm : 2 - η ≠ 0 := by linarith
  refine ⟨fun n => ?_, ?_, ?_⟩
  · rw [mul_div_cancel_right₀ _ (hΩ n).ne', show 1 - η - 1 = -η by ring, abs_neg,
      abs_of_nonneg hη0]
  · have e : (fun k => dynamicTerm w Ω (fun n => (1 - η) * Ω n) (k + (N + 1))) =
        fun k => staticTerm w Ω (k + (N + 1)) / (2 - η) := by
      funext k
      have hk : Ω (k + (N + 1)) + (1 - η) * Ω (k + (N + 1)) = Ω (k + (N + 1)) * (2 - η) := by
        ring
      simp only [dynamicTerm, staticTerm, div_div, hk]
    rw [e]
    exact hT.div_const (2 - η)
  · have e : T / (2 - η) - T / 2 = η * T / (2 * (2 - η)) := by
      field_simp
      ring
    rw [e, abs_div, abs_mul, abs_of_nonneg hη0,
      abs_of_pos (show 0 < 2 * (2 - η) by linarith)]

/-- If all weights and pole energies are positive, the static series converges and
`x n / Ω n` tends to one, then the ratio of dynamic to static tail tends to one half. -/
theorem tail_ratio_tendsto_half {w Ω x : ℕ → ℝ} (hw : ∀ n, 0 < w n) (hΩ : ∀ n, 0 < Ω n)
    (hs : Summable (staticTerm w Ω)) (hx : Tendsto (fun n => x n / Ω n) atTop (𝓝 1)) :
    Tendsto (fun N => tail (dynamicTerm w Ω x) N / tail (staticTerm w Ω) N)
      atTop (𝓝 (1 / 2)) := by
  rw [Metric.tendsto_atTop] at hx ⊢
  intro ε hε
  obtain ⟨N₀, hN₀⟩ := hx (min ε 1) (lt_min hε one_pos)
  refine ⟨N₀, fun N hN => ?_⟩
  have h1 : min ε 1 ≤ 1 := min_le_right _ _
  have h2 : min ε 1 ≤ ε := min_le_left _ _
  have h0 : 0 < min ε 1 := lt_min hε one_pos
  have hb := (static_remainder (N := N) (fun n => (hw n).le) hΩ hs
    (show min ε 1 < 2 by linarith) (fun n hn => by
      have := hN₀ n (by omega)
      rw [Real.dist_eq] at this
      exact this.le)).2
  -- the static tail is strictly negative, so the ratio is meaningful
  have hT : tail (staticTerm w Ω) N < 0 := by
    have hs' : Summable (fun k => staticTerm w Ω (k + (N + 1))) :=
      (summable_nat_add_iff (N + 1)).mpr hs
    have hlt : ∀ k, 0 < -staticTerm w Ω (k + (N + 1)) := fun k =>
      neg_pos.mpr (div_neg_of_neg_of_pos (neg_neg_of_pos (hw _)) (hΩ _))
    have hp := hs'.neg.tsum_pos (fun k => (hlt k).le) 0 (hlt 0)
    rw [tsum_neg] at hp
    exact neg_pos.mp hp
  generalize tail (staticTerm w Ω) N = T at *
  generalize tail (dynamicTerm w Ω x) N = D at *
  have hTa : 0 < |T| := abs_pos.mpr hT.ne
  have e : D / T - 1 / 2 = (D - T / 2) / T := by
    rw [sub_div, div_right_comm, div_self hT.ne]
  rw [Real.dist_eq, e, abs_div, div_lt_iff₀ hTa]
  have h3 : min ε 1 * |T| / (2 * (2 - min ε 1)) ≤ min ε 1 * |T| / 2 :=
    div_le_div_of_nonneg_left (mul_pos h0 hTa).le (by norm_num) (by linarith)
  have h4 : min ε 1 * |T| ≤ ε * |T| := mul_le_mul_of_nonneg_right h2 hTa.le
  have h5 : 0 < ε * |T| := mul_pos hε hTa
  linarith

end

end GWStaticRemainder
```

```lean
#print axioms GWStaticRemainder.static_remainder
#print axioms GWStaticRemainder.static_remainder_sharp
#print axioms GWStaticRemainder.tail_ratio_tendsto_half
```

```
'GWStaticRemainder.static_remainder' depends on axioms: [propext, Classical.choice, Quot.sound]
'GWStaticRemainder.static_remainder_sharp' depends on axioms: [propext, Classical.choice, Quot.sound]
'GWStaticRemainder.tail_ratio_tendsto_half' depends on axioms: [propext, Classical.choice, Quot.sound]
```

## From one term to the tail

`staticTerm_nonpos` records the sign of a static term. `dynamicTerm_bracket` is the one-band comparison. It first splits the absolute value into two inequalities and clears the denominator \(\Omega_n\), which gives `hx1` and `hx2`. The facts `hpos` and `hden` state that the denominators are positive. The two final steps use the rule that enlarging a positive denominator under a nonnegative numerator does not increase the quotient, and `neg_le_neg` then reverses the order.

`dynamic_tail_bracket` passes to the sum. Mathlib's comparison test `Summable.of_nonneg_of_le` is stated for nonnegative terms, so it is applied to \(-d_n\), with \(-s_n/(2-\eta)\) as the majorant. Once both tails are known to converge, `Summable.tsum_le_tsum` sums the lower and the upper inequality, and `tsum_div_const` takes the constant divisor out of the sum.

`static_remainder` contains the last step of the derivation. After the sign of the static tail has been established, the two tails are replaced by plain real numbers `T` and `D`. The identities `e1` and `e2` express the ends of the bracket as distances from \(T/2\), and `e3` says that the upper distance is no larger than the lower one. The condition \(\eta\ge 0\) is not assumed: it follows from applying `h` to band \(N+1\), since an absolute value is at most \(\eta\).

## Equality and the limit in the proof

In `static_remainder_sharp`, the identity `hk` factors the denominator as \(\Omega_n(2-\eta)\). Each dynamic term is then the static term divided by \(2-\eta\), and `HasSum.div_const`, used as `hT.div_const`, gives the value of the dynamic tail. This argument does not use the sign of the weights, so the theorem does not assume it.

The proof of `tail_ratio_tendsto_half` follows the \(\varepsilon\) argument, with `min ε 1` in the role of \(\delta\). It applies `static_remainder` with this number as the detuning bound. The strict inequality `hT` comes from `tsum_pos`, applied to the negated static terms, and permits the division by \(T\). The identity `e` rewrites \(D/T-1/2\) as \((D-T/2)/T\), and the inequalities `h3`, `h4` and `h5` reduce the bound to something strictly below \(\varepsilon|T|\).
